# The overlap of two normalised Gaussian projectors of one atom with a common width does not depend on that width

A separable Gaussian pseudopotential may act on the l = 0 channel of an atom through two radial projectors. Before normalisation they are

f₀(r) = exp(−r²/(2s²)),  f₁(r) = r² exp(−r²/(2s²)),

where r is the distance from the nucleus and s > 0 is a length that sets the range of the projectors. Both functions are positive for r > 0, so they cannot be orthogonal. How much they share is measured by the radial inner product

⟨f, g⟩ = ∫₀^∞ f(r) g(r) r² dr.

Three Gaussian integrals are needed:

⟨f₀, f₀⟩ = √π s³/4,  ⟨f₀, f₁⟩ = 3√π s⁵/8,  ⟨f₁, f₁⟩ = 15√π s⁷/16.

Dividing the middle one by the two norms gives

(3√π s⁵/8) / √((√π s³/4)(15√π s⁷/16)) = 3/√15 = √(3/5) ≈ 0.775.

The width has dropped out, because the two norms together carry the same power s⁵ as the overlap integral.

## Any angular momentum and any pair of neighbours

For angular momentum l and index i = 0, 1, 2, …, let

fᵢ(r) = r^(l+2i) exp(−r²/(2s²)),  pᵢ = fᵢ / √⟨fᵢ, fᵢ⟩.

The claim is that neighbouring projectors have the overlap

⟨pᵢ, pᵢ₊₁⟩ = √((2l+4i+3)/(2l+4i+5)),

which for i = 0 is √((2l+3)/(2l+5)). The literature often counts projectors from 1 and writes r_l for the width. Here the count starts at 0 and the width is s, which has nothing to do with the "s" of an s projector (l = 0).

The product of two of these functions, with the weight r², contains one Gaussian:

⟨fᵢ, fⱼ⟩ = ∫₀^∞ r^(2(l+i+j)+2) exp(−r²/s²) dr.

Substitute t = r²/s², so that r = s t^(1/2) and dr = (s/2) t^(−1/2) dt. Then

⟨fᵢ, fⱼ⟩ = (s^(2(l+i+j)+3)/2) ∫₀^∞ t^(l+i+j+1/2) exp(−t) dt = (s^(2(l+i+j)+3)/2) Γ(l+i+j+3/2).

The product of the two squared norms contains s to the power (2l+4i+3) + (2l+4j+3) = 2(2(l+i+j)+3). Its square root therefore cancels the power in the overlap integral, together with the factor 1/2:

⟨pᵢ, pⱼ⟩ = Γ(l+i+j+3/2) / √(Γ(l+2i+3/2) Γ(l+2j+3/2)).

For j = i this is 1, as it should be. For j = i+1 put a = l+2i+3/2 and use Γ(a+1) = aΓ(a) and Γ(a+2) = (a+1)aΓ(a):

⟨pᵢ, pᵢ₊₁⟩ = Γ(a+1)/√(Γ(a)Γ(a+2)) = aΓ(a)/(Γ(a)√(a(a+1))) = √(a/(a+1)).

Multiplying numerator and denominator of a/(a+1) by 2 gives the stated fraction.

Write S for this overlap. How much of pᵢ₊₁ is left after subtracting a multiple c of pᵢ? Since both have unit norm,

‖pᵢ₊₁ − c pᵢ‖² = 1 − 2cS + c² = (c − S)² + (1 − S²) = (c − S)² + 2/(2l+4i+5).

The smallest value, reached at c = S, is 2/(2l+4i+5). This is the squared norm that survives one Gram–Schmidt step between neighbours. It is never zero, but it shrinks as l or i grows.

## A p channel with s = 1/2

Take l = 1 and s = 1/2 in some unit of length. The moment formula gives

⟨f₀, f₀⟩ = 3√π/256,  ⟨f₀, f₁⟩ = 15√π/2048,  ⟨f₁, f₁⟩ = 105√π/16384.

The product of the two squared norms is 315π/2²², with square root √(315π)/2048. The overlap is 15/√315 = √(5/7) ≈ 0.845. With c = S the remaining squared norm is 2/7 ≈ 0.286. With c = 1 it is 2 − 2(0.845) ≈ 0.310, slightly more.

## Moving the coefficients to orthogonal projectors

The overlap bears on electronic-structure calculations with separable pseudopotentials, provided that the projectors of one channel have the form pᵢ above, with one common width. For one atom and one channel with fixed l and m, the nonlocal part of such a potential has the form

V = Σᵢⱼ |pᵢ⟩ hᵢⱼ ⟨pⱼ|,

with tabulated coefficients hᵢⱼ, where pᵢ now stands for the radial projector times its spherical harmonic. Applying it to an orbital ψ means computing the numbers ⟨pⱼ|ψ⟩, multiplying them by the matrix h, and adding up the projectors with the resulting weights. Nothing here requires orthogonal projectors, but the coefficients belong to the particular set in which they were tabulated.

Suppose that an l = 0 channel with two projectors is to be rewritten in an orthonormal set p₀, q₁. Gram–Schmidt gives

p₁ = √(3/5) p₀ + √(2/5) q₁.

A term h₁₁ |p₁⟩⟨p₁| then contributes (3/5)h₁₁ to the coefficient of |p₀⟩⟨p₀|, (2/5)h₁₁ to that of |q₁⟩⟨q₁|, and (√6/5)h₁₁ to each of the two cross terms. A matrix h that was diagonal with h₁₁ ≠ 0 is no longer diagonal, and the same fractions serve every chemical element whose l = 0 channel has two projectors of this form, whatever their common width s.

## Radial functions and their norms in Lean

```lean
import Mathlib

open MeasureTheory Set

namespace GaussianProjectorOverlap

noncomputable section
```

The inner product is an integral over the open half-line `Ioi 0`, with the volume weight r² written into the integrand.

```lean
/-- The radial inner product `∫₀^∞ f(r) g(r) r² dr`. -/
def radialInner (f g : ℝ → ℝ) : ℝ := ∫ r in Ioi (0 : ℝ), f r * g r * r ^ 2
```

The functions themselves are defined for every real r, but only positive r enters the integral. Both `l` and `i` are natural numbers, and `s` comes before the radius `r` in the argument list, so `gaussianRadial l i s` is the radial function fᵢ.

```lean
/-- The unnormalised radial function `r^(l+2i) exp(-r²/(2s²))`, for width `s ≠ 0`. -/
def gaussianRadial (l i : ℕ) (s r : ℝ) : ℝ :=
  r ^ (l + 2 * i) * Real.exp (-r ^ 2 / (2 * s ^ 2))
```

A projector is the radial function divided by the square root of its own inner product with itself. No normalisation constant is postulated, so unit norm is something to be proved.

```lean
/-- The Gaussian projector of angular momentum `l` and index `i = 0, 1, 2, …`: the radial
function divided by its norm, for width `s > 0`. -/
def projector (l i : ℕ) (s r : ℝ) : ℝ :=
  gaussianRadial l i s r / √(radialInner (gaussianRadial l i s) (gaussianRadial l i s))
```

These definitions describe the radial part only. The projectors of a real calculation also carry a spherical harmonic; its orthonormality over the angles reduces the three-dimensional inner product of two projectors with equal l and m to the radial one used here. That reduction is assumed when the theorems are applied to atoms. The coefficients hᵢⱼ and the local part of the potential play no role in them.

## The moment integral

The first theorem is the formula for ⟨fᵢ, fⱼ⟩, under the hypothesis `hs : 0 < s` that the width is positive.

```lean
/-- For `s > 0`, the inner product of two unnormalised radial functions of the same `l` is
`s^(2(l+i+j)+3) Γ(l+i+j+3/2) / 2`. -/
theorem radialInner_gaussianRadial (l i j : ℕ) {s : ℝ} (hs : 0 < s) :
    radialInner (gaussianRadial l i s) (gaussianRadial l j s) =
      s ^ (2 * (l + i + j) + 3) / 2 * Real.Gamma (l + i + j + 3 / 2) := by
  have hq : (-1 : ℝ) < ((2 * (l + i + j) + 2 : ℕ) : ℝ) := by
    have h0 : (0 : ℝ) ≤ ((2 * (l + i + j) + 2 : ℕ) : ℝ) := Nat.cast_nonneg _
    linarith
  have hb : 0 < (s ^ 2)⁻¹ := by positivity
  have h := integral_rpow_mul_exp_neg_mul_rpow (p := 2) two_pos hq hb
  -- the width enters only through a power of `s`
  have e1 : (s ^ 2)⁻¹ ^ (-(((2 * (l + i + j) + 2 : ℕ) : ℝ) + 1) / 2) =
      s ^ (2 * (l + i + j) + 3) := by
    rw [← Real.rpow_natCast s (2 * (l + i + j) + 3), Real.inv_rpow (by positivity),
      ← Real.rpow_neg (by positivity), ← Real.rpow_two, ← Real.rpow_mul hs.le]
    congr 1
    push_cast
    ring
  have e2 : (((2 * (l + i + j) + 2 : ℕ) : ℝ) + 1) / 2 = l + i + j + 3 / 2 := by
    push_cast
    ring
  rw [e1, e2] at h
  simp only [Real.rpow_natCast, Real.rpow_two] at h
  calc radialInner (gaussianRadial l i s) (gaussianRadial l j s)
      = ∫ r in Ioi (0 : ℝ), r ^ (2 * (l + i + j) + 2) * Real.exp (-(s ^ 2)⁻¹ * r ^ 2) := by
        unfold radialInner gaussianRadial
        congr 1
        ext r
        have he : Real.exp (-(s ^ 2)⁻¹ * r ^ 2) =
            Real.exp (-r ^ 2 / (2 * s ^ 2)) * Real.exp (-r ^ 2 / (2 * s ^ 2)) := by
          rw [← Real.exp_add]
          congr 1
          ring
        rw [he]
        ring
    _ = _ := by
        rw [h]
        ring
```

The substitution t = r²/s² is contained in the Mathlib lemma `integral_rpow_mul_exp_neg_mul_rpow`, which evaluates ∫₀^∞ r^q exp(−b r^p) dr. It is used with p = 2, q = 2(l+i+j)+2 and b = 1/s². The step `e1` turns the resulting power of b into s^(2(l+i+j)+3), and `e2` puts the argument of the Gamma function into the form l+i+j+3/2. The `calc` block then merges the two exponentials of the integrand into one, as in the derivation above.

## Cancellation of the width

The next theorem states the overlap of any two projectors with the same l and s. The right-hand side contains no `s`.

```lean
/-- For `s > 0`, the normalised projectors `i` and `j` of the same `l` and the same width `s` have
overlap `Γ(l+i+j+3/2) / √(Γ(l+2i+3/2) Γ(l+2j+3/2))`, in which `s` does not appear. -/
theorem projector_overlap (l i j : ℕ) {s : ℝ} (hs : 0 < s) :
    radialInner (projector l i s) (projector l j s) =
      Real.Gamma (l + i + j + 3 / 2) /
        √(Real.Gamma (l + 2 * i + 3 / 2) * Real.Gamma (l + 2 * j + 3 / 2)) := by
  have hdiv : ∀ (f g : ℝ → ℝ) (a b : ℝ),
      radialInner (fun r => f r / a) (fun r => g r / b) = radialInner f g / (a * b) := by
    intro f g a b
    unfold radialInner
    rw [← integral_div]
    congr 1
    ext r
    ring
  have hi : (l : ℝ) + i + i + 3 / 2 = l + 2 * i + 3 / 2 := by ring
  have hj : (l : ℝ) + j + j + 3 / 2 = l + 2 * j + 3 / 2 := by ring
  have hGi : 0 < Real.Gamma ((l : ℝ) + 2 * i + 3 / 2) := Real.Gamma_pos_of_pos (by positivity)
  have hc : 0 < s ^ (2 * (l + i + j) + 3) / 2 := by positivity
  refine (hdiv (gaussianRadial l i s) (gaussianRadial l j s) _ _).trans ?_
  rw [radialInner_gaussianRadial l i j hs, radialInner_gaussianRadial l i i hs,
    radialInner_gaussianRadial l j j hs, hi, hj,
    ← Real.sqrt_mul (mul_pos (by positivity) hGi).le]
  -- the two norms together carry the same power of `s` as the overlap integral
  have hprod : s ^ (2 * (l + i + i) + 3) / 2 * Real.Gamma ((l : ℝ) + 2 * i + 3 / 2) *
      (s ^ (2 * (l + j + j) + 3) / 2 * Real.Gamma ((l : ℝ) + 2 * j + 3 / 2)) =
      (s ^ (2 * (l + i + j) + 3) / 2) ^ 2 *
        (Real.Gamma ((l : ℝ) + 2 * i + 3 / 2) * Real.Gamma ((l : ℝ) + 2 * j + 3 / 2)) := by
    ring
  rw [hprod, Real.sqrt_mul (sq_nonneg _), Real.sqrt_sq hc.le, mul_div_mul_left _ _ hc.ne']
```

The auxiliary statement `hdiv` takes the two norms out of the integral. After the moment formula has been inserted three times, `hprod` expresses the count of powers: the product of the squared norms equals the square of s^(2(l+i+j)+3)/2 times two Gamma functions. Taking the root and cancelling the common factor leaves the ratio.

With equal indices, numerator and denominator coincide. The positivity of the Gamma function at positive arguments allows the division.

```lean
/-- For `s > 0`, every projector has unit norm. -/
theorem projector_normalized (l i : ℕ) {s : ℝ} (hs : 0 < s) :
    radialInner (projector l i s) (projector l i s) = 1 := by
  have hi : (l : ℝ) + i + i + 3 / 2 = l + 2 * i + 3 / 2 := by ring
  have hG : 0 < Real.Gamma ((l : ℝ) + 2 * i + 3 / 2) := Real.Gamma_pos_of_pos (by positivity)
  rw [projector_overlap l i i hs, hi, Real.sqrt_mul_self hG.le, div_self hG.ne']
```

## From Gamma functions to a fraction

For neighbours the ratio becomes the square root of a rational number.

```lean
/-- For `s > 0`, neighbouring projectors `i` and `i+1` of angular momentum `l` have overlap
`√((2l+4i+3)/(2l+4i+5))`. -/
theorem neighbour_overlap (l i : ℕ) {s : ℝ} (hs : 0 < s) :
    radialInner (projector l i s) (projector l (i + 1) s) =
      √((2 * l + 4 * i + 3) / (2 * l + 4 * i + 5)) := by
  -- the Gamma recurrence, used once above and twice below the fraction bar
  have key : ∀ a : ℝ, 0 < a →
      Real.Gamma (a + 1) / √(Real.Gamma a * Real.Gamma (a + 1 + 1)) = √(a / (a + 1)) := by
    intro a ha
    have hG := Real.Gamma_pos_of_pos ha
    have ha1 : a + 1 ≠ 0 := by positivity
    have hsq : a / (a + 1) = (a * Real.Gamma a) ^ 2 /
        (Real.Gamma a * ((a + 1) * (a * Real.Gamma a))) := by
      rw [div_eq_div_iff ha1 (by positivity)]
      ring
    rw [Real.Gamma_add_one ha1, Real.Gamma_add_one ha.ne', hsq, Real.sqrt_div (sq_nonneg _),
      Real.sqrt_sq (mul_pos ha hG).le]
  have h1 : (l : ℝ) + i + ((i + 1 : ℕ) : ℝ) + 3 / 2 = l + 2 * i + 3 / 2 + 1 := by
    push_cast
    ring
  have h2 : (l : ℝ) + 2 * ((i + 1 : ℕ) : ℝ) + 3 / 2 = l + 2 * i + 3 / 2 + 1 + 1 := by
    push_cast
    ring
  rw [projector_overlap l i (i + 1) hs, h1, h2, key _ (by positivity)]
  congr 1
  rw [div_eq_div_iff (by positivity) (by positivity)]
  ring
```

The statement `key` is the identity Γ(a+1)/√(Γ(a)Γ(a+2)) = √(a/(a+1)) for a > 0. It is proved by applying the recurrence and recognising a/(a+1) as a square divided by the expression under the root. The equations `h1` and `h2` identify the arguments for a = l+2i+3/2, and the last lines clear the halves.

Setting i = 0 gives the first two projectors of a channel, and l = 0 then gives the value from the opening calculation.

```lean
/-- For `s > 0`, the first two projectors of angular momentum `l` have overlap
`√((2l+3)/(2l+5))`. -/
theorem first_two_overlap (l : ℕ) {s : ℝ} (hs : 0 < s) :
    radialInner (projector l 0 s) (projector l 1 s) = √((2 * l + 3) / (2 * l + 5)) := by
  refine (neighbour_overlap l 0 hs).trans ?_
  simp

/-- For `s > 0`, the first two s projectors have overlap `√(3/5)`. -/
theorem s_wave_overlap {s : ℝ} (hs : 0 < s) :
    radialInner (projector 0 0 s) (projector 0 1 s) = √(3 / 5) := by
  refine (first_two_overlap 0 hs).trans ?_
  simp
```

## What remains after subtracting a neighbour

The last theorem holds for every real `c`, not only for the Gram–Schmidt choice. The overlap S appears in it as the inner product itself.

```lean
/-- For `s > 0` and any real `c`, the squared distance between projector `i+1` and `c` times
projector `i` is `(c - S)² + 2/(2l+4i+5)`, where `S` is their overlap. -/
theorem distance_to_neighbour (l i : ℕ) {s : ℝ} (hs : 0 < s) (c : ℝ) :
    radialInner (fun r => projector l (i + 1) s r - c * projector l i s r)
        (fun r => projector l (i + 1) s r - c * projector l i s r) =
      (c - radialInner (projector l i s) (projector l (i + 1) s)) ^ 2 +
        2 / (2 * l + 4 * i + 5) := by
  -- an integral with a non-zero value has an integrable integrand
  have hint : ∀ j k : ℕ, Integrable (fun r => projector l j s r * projector l k s r * r ^ 2)
      (volume.restrict (Ioi (0 : ℝ))) := by
    intro j k
    by_contra hn
    have h0 : radialInner (projector l j s) (projector l k s) = 0 := integral_undef hn
    rw [projector_overlap l j k hs] at h0
    exact (div_pos (Real.Gamma_pos_of_pos (by positivity)) (Real.sqrt_pos.2
      (mul_pos (Real.Gamma_pos_of_pos (by positivity))
        (Real.Gamma_pos_of_pos (by positivity))))).ne' h0
  -- expand the square
  have hexp : ∀ f g : ℝ → ℝ,
      Integrable (fun r => f r * f r * r ^ 2) (volume.restrict (Ioi (0 : ℝ))) →
      Integrable (fun r => g r * f r * r ^ 2) (volume.restrict (Ioi (0 : ℝ))) →
      Integrable (fun r => g r * g r * r ^ 2) (volume.restrict (Ioi (0 : ℝ))) →
      radialInner (fun r => f r - c * g r) (fun r => f r - c * g r) =
        radialInner f f - 2 * c * radialInner g f + c ^ 2 * radialInner g g := by
    intro f g hff hgf hgg
    have hsub : Integrable (fun r => f r * f r * r ^ 2 - 2 * c * (g r * f r * r ^ 2))
        (volume.restrict (Ioi (0 : ℝ))) := hff.sub (hgf.const_mul _)
    have e : (fun r => (f r - c * g r) * (f r - c * g r) * r ^ 2) = fun r =>
        (f r * f r * r ^ 2 - 2 * c * (g r * f r * r ^ 2)) + c ^ 2 * (g r * g r * r ^ 2) := by
      ext r
      ring
    unfold radialInner
    rw [e, integral_add hsub (hgg.const_mul _), integral_sub hff (hgf.const_mul _),
      integral_const_mul, integral_const_mul]
  have hS : radialInner (projector l i s) (projector l (i + 1) s) ^ 2 =
      1 - 2 / (2 * l + 4 * i + 5) := by
    have hD : (2 * l + 4 * i + 5 : ℝ) ≠ 0 := by positivity
    rw [neighbour_overlap l i hs, Real.sq_sqrt (by positivity), eq_sub_iff_add_eq, ← add_div,
      div_eq_one_iff_eq hD]
    ring
  rw [hexp _ _ (hint _ _) (hint _ _) (hint _ _), projector_normalized l i hs,
    projector_normalized l (i + 1) hs]
  linear_combination (-1 : ℝ) * hS

end

end GaussianProjectorOverlap
```

Expanding the square splits one integral into three, which requires each of them to converge. Lean assigns the value 0 to the integral of a non-integrable function, and `hint` uses this in reverse: the overlap of any two projectors is a positive ratio of Gamma functions, hence not 0, so the integrand must be integrable. The statement `hexp` carries out the expansion for general functions f and g, and `hS` records that S² = 1 − 2/(2l+4i+5). With both norms equal to 1, the final `linear_combination` completes the square.

```lean
#print axioms GaussianProjectorOverlap.projector_overlap
#print axioms GaussianProjectorOverlap.s_wave_overlap
#print axioms GaussianProjectorOverlap.distance_to_neighbour
```

```
'GaussianProjectorOverlap.projector_overlap' depends on axioms: [propext, Classical.choice, Quot.sound]
'GaussianProjectorOverlap.s_wave_overlap' depends on axioms: [propext, Classical.choice, Quot.sound]
'GaussianProjectorOverlap.distance_to_neighbour' depends on axioms: [propext, Classical.choice, Quot.sound]
```
